# A uniform condensate of $k\le M$ fermion pairs in $M$ pair modes is an eigenstate of $B^\dagger B$ with eigenvalue $k(M-k+1)$, where $B$ sums the pair annihilators

Take two orbitals and one electron pair. Write $|20\rangle$ and $|02\rangle$ for the pair sitting in the first or the second orbital, and let $B$ remove a pair from either one with equal amplitude. On $|20\rangle$ alone, $\langle B^\dagger B\rangle=1$. On $|20\rangle+|02\rangle$ both terms lead to the same empty state, so $B$ gives twice the vacuum, and $B^\dagger$ then returns twice the original state: $B^\dagger B=2$. The amplitudes have added up.

With $k$ pairs spread over $M$ orbitals, all arrangements having the same amplitude, sign included, I expect $B^\dagger B=k(M-k+1)$, which at half filling grows like $M^2$. Pairs of fermions would then pile up in one two-electron function, although no spin-orbital holds more than one electron. Can this be derived from the anticommutation relations alone, for every $k$ and $M$, and checked in Lean?

## Moving $B$ past $B^\dagger$, one pair at a time

Yes. Let $a_{p\uparrow},a_{p\downarrow}$ annihilate an electron in pair mode $p=1,\dots,M$, and define

$$B=\sum_p a_{p\downarrow}a_{p\uparrow},\qquad N=\sum_{p,\sigma}a^\dagger_{p\sigma}a_{p\sigma},\qquad \psi_k=(B^\dagger)^k\,\mathrm{vac},$$

where every annihilator kills $\mathrm{vac}$. The states $\psi_k$ are not normalised.

**The commutator.** For any operators, $[xy,z]=x\{y,z\}-\{x,z\}y$. With $x=a_{p\downarrow}$ and $y=a_{p\uparrow}$, summing over $p$ gives

$$[B,a^\dagger_{q\uparrow}]=a_{q\downarrow},\qquad [B,a^\dagger_{q\downarrow}]=-a_{q\uparrow}.$$

Since $B^\dagger=\sum_q a^\dagger_{q\uparrow}a^\dagger_{q\downarrow}$, the product rule yields

$$[B,B^\dagger]=\sum_q\left(a_{q\downarrow}a^\dagger_{q\downarrow}-a^\dagger_{q\uparrow}a_{q\uparrow}\right)=\sum_q\left(1-a^\dagger_{q\downarrow}a_{q\downarrow}-a^\dagger_{q\uparrow}a_{q\uparrow}\right)=M-N.$$

If each pair were a single elementary boson, with one bosonic annihilator per mode in place of $a_{p\downarrow}a_{p\uparrow}$, the right-hand side would be the constant $M$. Here every electron already present lowers it by one.

**The particle number.** The anticommutation relations give $[N,a_i^\dagger]=a_i^\dagger$ for each spin-orbital $i$, hence $[N,B^\dagger]=2B^\dagger$. As $N\,\mathrm{vac}=0$, induction gives $N\psi_k=2k\,\psi_k$.

**The lowering relation.** Combining the two results,

$$B\psi_{k+1}=BB^\dagger\psi_k=B^\dagger B\psi_k+(M-2k)\psi_k.$$

For $k=0$ this is $B\psi_1=M\psi_0$, because $B\psi_0=0$. Suppose $B\psi_{k+1}=(k+1)(M-k)\psi_k$. Then

$$B\psi_{k+2}=\left[(k+1)(M-k)+M-2k-2\right]\psi_{k+1}=(k+2)(M-k-1)\psi_{k+1},$$

which is the same formula one step higher. Applying $B^\dagger$ and shifting the index gives

$$B^\dagger B\psi_k=k(M-k+1)\psi_k,$$

and for $k=0$ both sides vanish.

**Which states exist.** The lowering relation also fixes the norms:

$$\|\psi_{k+1}\|^2=\langle\psi_k|B\psi_{k+1}\rangle=(k+1)(M-k)\|\psi_k\|^2.$$

So $\psi_{M+1}=0$, and all later states vanish with it. For $k<M$ the factor is positive, so a non-zero $\psi_k$ is followed by a non-zero $\psi_{k+1}$.

**Half filling.** The normalised geminal operator is $B/\sqrt M$, so its occupation is $B^\dagger B/M$. For $M=2k>0$ this equals $k(k+1)/(2k)=(k+1)/2$, or $(M+2)/4$. A single determinant with $k$ doubly occupied modes has $\langle B^\dagger B\rangle/M=k/M=1/2$ at the same filling.

## Fermions as matrices, and the vacuum as a vector

The annihilators are a family `a : P × Bool → Matrix n n ℂ`. The finite type `P` labels the pair modes, `true` is spin up, `false` is spin down, and $M$ is `Fintype.card P`. Creators are conjugate transposes, written `ᴴ`. The hypothesis `IsCAR a` states the canonical anticommutation relations, which stand for Fermi statistics in an orthonormal set of spin-orbitals. The hypothesis `hv` says that `vac` contains no electron to remove.

`pairOp`, `numberOp` and `pairState` are $B$, $N$ and $\psi_k$. The theorem `geminal_occupation` is the eigenvalue equation for every natural number `k`. Its coefficient is computed in ℂ, so $M-k+1$ may be zero or negative. The equation alone would also hold for a zero vector; `pairState_ne_zero_iff` therefore adds that, for `vac ≠ 0`, the state is non-zero exactly when $k\le M$. `half_filling` combines the two.

The theorems concern one particular state in a finite set of modes, with equal amplitudes and no Hamiltonian. They do not say that this occupation is the largest any state can reach. The matrices at the end realise the hypotheses for a single pair mode, $M=1$, on a four-dimensional space.

```lean
import Mathlib

open Matrix
open scoped ComplexOrder

namespace PairCondensate

noncomputable section

variable {ι P n : Type*} [DecidableEq ι] [Fintype P] [DecidableEq P]
  [Fintype n] [DecidableEq n]

/-- The canonical anticommutation relations for annihilation matrices `a i`, whose conjugate
transposes are the creation matrices. -/
structure IsCAR (a : ι → Matrix n n ℂ) : Prop where
  anti : ∀ i j, a i * a j + a j * a i = 0
  mixed : ∀ i j, a i * (a j)ᴴ + (a j)ᴴ * a i = if i = j then 1 else 0

/-- The uniform pair annihilator `B = ∑ p, a (p, ↓) a (p, ↑)`; `true` is spin up and `false`
is spin down. -/
def pairOp (a : P × Bool → Matrix n n ℂ) : Matrix n n ℂ :=
  ∑ p, a (p, false) * a (p, true)

/-- The particle number operator, summed over all spin-orbitals. -/
def numberOp (a : P × Bool → Matrix n n ℂ) : Matrix n n ℂ :=
  ∑ i, (a i)ᴴ * a i

/-- The unnormalised condensate of `k` pairs, `(B†)^k vac`. -/
def pairState (a : P × Bool → Matrix n n ℂ) (vac : n → ℂ) (k : ℕ) : n → ℂ :=
  ((pairOp a)ᴴ ^ k) *ᵥ vac

variable {a : P × Bool → Matrix n n ℂ} {vac : n → ℂ}

omit [DecidableEq P] in
/-- The pair creator adds one more pair to the condensate. -/
theorem pairState_succ (a : P × Bool → Matrix n n ℂ) (vac : n → ℂ) (k : ℕ) :
    pairState a vac (k + 1) = (pairOp a)ᴴ *ᵥ pairState a vac k := by
  rw [pairState, pairState, mulVec_mulVec, pow_succ']

/-- For fermions, the commutator of the pair annihilator with a creator is, up to sign, the
annihilator of the opposite spin in the same pair mode. -/
theorem pairOp_comm_creator (h : IsCAR a) (q : P) :
    pairOp a * (a (q, true))ᴴ - (a (q, true))ᴴ * pairOp a = a (q, false) ∧
    pairOp a * (a (q, false))ᴴ - (a (q, false))ᴴ * pairOp a = -a (q, true) := by
  -- a commutator with a product, written through anticommutators
  have e : ∀ x y z : Matrix n n ℂ,
      x * y * z - z * (x * y) = x * (y * z + z * y) - (x * z + z * x) * y := by
    intro x y z
    noncomm_ring
  constructor
  · rw [pairOp, Finset.sum_mul, Finset.mul_sum, ← Finset.sum_sub_distrib]
    simp only [e, h.mixed]
    simp
  · rw [pairOp, Finset.sum_mul, Finset.mul_sum, ← Finset.sum_sub_distrib]
    simp only [e, h.mixed]
    simp

/-- For fermions in `M` pair modes, `[B, B†] = M - N`. -/
theorem pairOp_commutator (h : IsCAR a) :
    pairOp a * (pairOp a)ᴴ - (pairOp a)ᴴ * pairOp a
      = (Fintype.card P : ℂ) • (1 : Matrix n n ℂ) - numberOp a := by
  have hB : (pairOp a)ᴴ = ∑ q, (a (q, true))ᴴ * (a (q, false))ᴴ := by
    simp only [pairOp, conjTranspose_sum, conjTranspose_mul]
  have hN : numberOp a = ∑ q, ((a (q, true))ᴴ * a (q, true)
      + (a (q, false))ᴴ * a (q, false)) := by
    simp only [numberOp, Fintype.sum_prod_type, Fintype.sum_bool]
  have h1 : ∑ _q : P, (1 : Matrix n n ℂ) = (Fintype.card P : ℂ) • 1 := by
    rw [Finset.sum_const, Finset.card_univ, Nat.cast_smul_eq_nsmul ℂ]
  rw [hB, hN, ← h1, Finset.mul_sum, Finset.sum_mul, ← Finset.sum_sub_distrib,
    ← Finset.sum_sub_distrib]
  refine Finset.sum_congr rfl fun q _ => ?_
  obtain ⟨hu, hd⟩ := pairOp_comm_creator h q
  have h3 := h.mixed (q, false) (q, false)
  rw [if_pos rfl] at h3
  -- product rule for the commutator with one pair creator
  calc _ = (pairOp a * (a (q, true))ᴴ - (a (q, true))ᴴ * pairOp a) * (a (q, false))ᴴ
        + (a (q, true))ᴴ * (pairOp a * (a (q, false))ᴴ - (a (q, false))ᴴ * pairOp a) := by
        noncomm_ring
    _ = a (q, false) * (a (q, false))ᴴ - (a (q, true))ᴴ * a (q, true) := by
        rw [hu, hd, mul_neg, ← sub_eq_add_neg]
    _ = _ := by
        rw [eq_sub_of_add_eq h3]
        abel

/-- For fermions, the condensate of `k` pairs built on the vacuum satisfies `N ψ = 2k ψ`. -/
theorem numberOp_pairState (h : IsCAR a) (hv : ∀ i, a i *ᵥ vac = 0) (k : ℕ) :
    numberOp a *ᵥ pairState a vac k = (2 * (k : ℂ)) • pairState a vac k := by
  -- each creator raises the particle number by one
  have hc : ∀ i, numberOp a * (a i)ᴴ = (a i)ᴴ * numberOp a + (a i)ᴴ := by
    intro i
    have key : ∀ j, (a j)ᴴ * a j * (a i)ᴴ
        = (a i)ᴴ * ((a j)ᴴ * a j) + if j = i then (a j)ᴴ else 0 := by
      intro j
      have h2 : (a j)ᴴ * (a i)ᴴ + (a i)ᴴ * (a j)ᴴ = 0 := by
        simpa only [conjTranspose_add, conjTranspose_mul, conjTranspose_zero]
          using congrArg conjTranspose (h.anti i j)
      calc _ = (a i)ᴴ * ((a j)ᴴ * a j) + (a j)ᴴ * (a j * (a i)ᴴ + (a i)ᴴ * a j)
            - ((a j)ᴴ * (a i)ᴴ + (a i)ᴴ * (a j)ᴴ) * a j := by noncomm_ring
        _ = _ := by
            rw [h.mixed j i, h2, zero_mul, sub_zero, mul_ite, mul_one, mul_zero]
    rw [numberOp, Finset.sum_mul, Finset.sum_congr rfl fun j _ => key j,
      Finset.sum_add_distrib, ← Finset.mul_sum, Finset.sum_ite_eq',
      if_pos (Finset.mem_univ _)]
  -- hence the pair creator raises it by two
  have hB : numberOp a * (pairOp a)ᴴ = (pairOp a)ᴴ * numberOp a + (2 : ℂ) • (pairOp a)ᴴ := by
    simp only [pairOp, conjTranspose_sum, conjTranspose_mul]
    rw [Finset.mul_sum, Finset.sum_mul, Finset.smul_sum, ← Finset.sum_add_distrib]
    refine Finset.sum_congr rfl fun q _ => ?_
    rw [← mul_assoc, hc, add_mul, mul_assoc, hc, mul_add, two_smul, ← mul_assoc, add_assoc]
  induction k with
  | zero =>
    have h0 : numberOp a *ᵥ vac = 0 :=
      Finset.sum_induction _ (fun A : Matrix n n ℂ => A *ᵥ vac = 0)
        (fun A C hA hC => by rw [add_mulVec, hA, hC, add_zero]) (zero_mulVec vac)
        (fun i _ => by rw [← mulVec_mulVec, hv, mulVec_zero])
    simp [pairState, h0]
  | succ k ih =>
    rw [pairState_succ, mulVec_mulVec, hB, add_mulVec, ← mulVec_mulVec, ih, mulVec_smul,
      smul_mulVec]
    push_cast
    module

/-- For fermions in `M` pair modes, the pair annihilator kills the vacuum and lowers the
condensate: `B ψ_(k+1) = (k+1)(M-k) ψ_k`. -/
theorem pairOp_pairState (h : IsCAR a) (hv : ∀ i, a i *ᵥ vac = 0) :
    pairOp a *ᵥ pairState a vac 0 = 0 ∧
    ∀ k : ℕ, pairOp a *ᵥ pairState a vac (k + 1)
      = (((k : ℂ) + 1) * ((Fintype.card P : ℂ) - k)) • pairState a vac k := by
  have h0 : pairOp a *ᵥ pairState a vac 0 = 0 := by
    rw [pairState, pow_zero, one_mulVec]
    exact Finset.sum_induction _ (fun A : Matrix n n ℂ => A *ᵥ vac = 0)
      (fun A C hA hC => by rw [add_mulVec, hA, hC, add_zero]) (zero_mulVec vac)
      (fun p _ => by rw [← mulVec_mulVec, hv, mulVec_zero])
  -- move `B` past one pair creator
  have step : ∀ k : ℕ, pairOp a *ᵥ pairState a vac (k + 1)
      = (pairOp a)ᴴ *ᵥ (pairOp a *ᵥ pairState a vac k)
        + ((Fintype.card P : ℂ) - 2 * k) • pairState a vac k := by
    intro k
    rw [pairState_succ, mulVec_mulVec, sub_eq_iff_eq_add'.mp (pairOp_commutator h),
      add_mulVec, sub_mulVec, smul_mulVec, one_mulVec, numberOp_pairState h hv,
      ← mulVec_mulVec, sub_smul]
  refine ⟨h0, fun k => ?_⟩
  induction k with
  | zero =>
    rw [step, h0, mulVec_zero]
    push_cast
    module
  | succ k ih =>
    rw [step, ih, mulVec_smul, ← pairState_succ]
    push_cast
    module

/-- For fermions in `M` pair modes, the condensate of `k` pairs built on the vacuum satisfies
`B† B ψ_k = k (M - k + 1) ψ_k`. -/
theorem geminal_occupation (h : IsCAR a) (hv : ∀ i, a i *ᵥ vac = 0) (k : ℕ) :
    ((pairOp a)ᴴ * pairOp a) *ᵥ pairState a vac k
      = ((k : ℂ) * ((Fintype.card P : ℂ) - k + 1)) • pairState a vac k := by
  cases k with
  | zero => rw [← mulVec_mulVec, (pairOp_pairState h hv).1, mulVec_zero]; simp
  | succ k =>
    rw [← mulVec_mulVec, (pairOp_pairState h hv).2, mulVec_smul, ← pairState_succ]
    push_cast
    module

/-- For a non-zero vacuum of fermions in `M` pair modes, the condensate of `k` pairs is a
non-zero vector exactly when `k ≤ M`. -/
theorem pairState_ne_zero_iff (h : IsCAR a) (hv : ∀ i, a i *ᵥ vac = 0) (hvac : vac ≠ 0)
    (k : ℕ) : pairState a vac k ≠ 0 ↔ k ≤ Fintype.card P := by
  have low := (pairOp_pairState h hv).2
  constructor
  · -- the squared norm of the state with `M + 1` pairs vanishes
    have top : pairState a vac (Fintype.card P + 1) = 0 := by
      apply dotProduct_star_self_eq_zero.mp
      have e : star (pairState a vac (Fintype.card P + 1))
          = star (pairState a vac (Fintype.card P)) ᵥ* pairOp a := by
        rw [pairState_succ, star_mulVec, conjTranspose_conjTranspose]
      rw [e, ← dotProduct_mulVec, low, sub_self, mul_zero, zero_smul, dotProduct_zero]
    have above : ∀ j, pairState a vac (Fintype.card P + 1 + j) = 0 := by
      intro j
      induction j with
      | zero => exact top
      | succ j ih => rw [← add_assoc, pairState_succ, ih, mulVec_zero]
    intro hk
    by_contra hlt
    obtain ⟨j, rfl⟩ := Nat.exists_eq_add_of_le (show Fintype.card P + 1 ≤ k by omega)
    exact hk (above j)
  · induction k with
    | zero =>
      intro _
      simpa [pairState] using hvac
    | succ k ih =>
      intro hk hz
      have l := low k
      rw [hz, mulVec_zero] at l
      have hne : (Fintype.card P : ℂ) ≠ k := by
        exact_mod_cast (show Fintype.card P ≠ k by omega)
      exact ih (by omega) ((smul_eq_zero.mp l.symm).resolve_left
        (mul_ne_zero (Nat.cast_add_one_ne_zero k) (sub_ne_zero.mpr hne)))

/-- For fermions at half filling, `M = 2k` with `k > 0`, the condensate of `k` pairs built on a
non-zero vacuum is a non-zero eigenvector of `B† B / M` with eigenvalue `(k + 1) / 2`. -/
theorem half_filling (h : IsCAR a) (hv : ∀ i, a i *ᵥ vac = 0) (hvac : vac ≠ 0)
    {k : ℕ} (hk : 0 < k) (hM : Fintype.card P = 2 * k) :
    pairState a vac k ≠ 0 ∧
    ((Fintype.card P : ℂ)⁻¹ • ((pairOp a)ᴴ * pairOp a)) *ᵥ pairState a vac k
      = (((k : ℂ) + 1) / 2) • pairState a vac k := by
  refine ⟨(pairState_ne_zero_iff h hv hvac k).mpr (by omega), ?_⟩
  have hk' : (k : ℂ) ≠ 0 := by exact_mod_cast hk.ne'
  rw [smul_mulVec, geminal_occupation h hv, hM, smul_smul]
  push_cast
  congr 1
  rw [show 2 * (k : ℂ) - k + 1 = k + 1 by ring]
  field_simp

/-- Annihilators of one pair mode in the basis empty, up, down, doubly occupied. -/
def site : Bool → Matrix (Fin 4) (Fin 4) ℂ
  | true => !![0, 1, 0, 0; 0, 0, 0, 0; 0, 0, 0, 1; 0, 0, 0, 0]
  | false => !![0, 0, 1, 0; 0, 0, 0, -1; 0, 0, 0, 0; 0, 0, 0, 0]

/-- The matrices of one pair mode satisfy the anticommutation relations and annihilate the
non-zero vector of the empty mode. -/
theorem site_witness : IsCAR (fun i : Unit × Bool => site i.2) ∧
    (∀ i : Unit × Bool, site i.2 *ᵥ Pi.single 0 1 = 0) ∧
    (Pi.single 0 1 : Fin 4 → ℂ) ≠ 0 := by
  have s1 : ∀ s t, site s * site t + site t * site s = 0 := by
    intro s t
    cases s <;> cases t <;> ext i j <;> fin_cases i <;> fin_cases j <;>
      simp [site]
  have s2 : ∀ s t, site s * (site t)ᴴ + (site t)ᴴ * site s = if s = t then 1 else 0 := by
    intro s t
    ext i j
    -- expand into entries before inserting the explicit matrices
    simp only [Matrix.add_apply, Matrix.mul_apply, Matrix.conjTranspose_apply,
      Fin.sum_univ_four]
    cases s <;> cases t <;> fin_cases i <;> fin_cases j <;> simp [site]
  refine ⟨⟨fun i j => s1 i.2 j.2, ?_⟩, ?_, ?_⟩
  · rintro ⟨⟨⟩, s⟩ ⟨⟨⟩, t⟩
    refine (s2 s t).trans ?_
    by_cases hst : s = t <;> simp [hst]
  · rintro ⟨_, s⟩
    cases s <;> ext x <;> fin_cases x <;> simp [site]
  · intro h0
    simpa using congrFun h0 0

end

end PairCondensate
```

```lean
#print axioms PairCondensate.pairState_ne_zero_iff
#print axioms PairCondensate.half_filling
```

```
'PairCondensate.pairState_ne_zero_iff' depends on axioms: [propext, Classical.choice, Quot.sound]
'PairCondensate.half_filling' depends on axioms: [propext, Classical.choice, Quot.sound]
```

## From anticommutators to eigenvalues in Lean

`pairOp_comm_creator` proves the two commutators of $B$ with a creator. Its local identity `e` is the formula for $[xy,z]$, verified by `noncomm_ring`; rewriting with `h.mixed` then leaves only the term $p=q$.

`pairOp_commutator` writes both sides as sums over $q$ and compares them term by term. The `calc` block is the product rule, followed by the replacement of $a_{q\downarrow}a^\dagger_{q\downarrow}$ by $1-a^\dagger_{q\downarrow}a_{q\downarrow}$.

In `numberOp_pairState`, the statement `hc` says that a creator raises $N$ by one, and `hB` says that $B^\dagger$ raises it by two. The induction on `k` starts from $N\,\mathrm{vac}=0$.

`pairOp_pairState` contains the central induction. Its local statement `step` is the equation for $B\psi_{k+1}$ with the term $(M-2k)\psi_k$, and `module` confirms that the coefficients combine as in the calculation above. `geminal_occupation` then treats $k=0$ separately and applies $B^\dagger$ to the lowering relation in the other case.

For `pairState_ne_zero_iff`, `top` computes the squared norm of $\psi_{M+1}$ and finds zero, and `above` carries this to all higher states. In the other direction, if $\psi_{k+1}$ vanished for some $k<M$, the lowering relation would force $\psi_k=0$, against the induction hypothesis. `half_filling` inserts $M=2k$ and simplifies the fraction. `site_witness` checks the explicit matrices entry by entry.

## Summing the pair block of a two-particle density matrix

In electronic structure, this state is the special case of an antisymmetrised geminal power in which all $M$ pair coefficients are equal, and there the eigenvalue divided by $M$ is the occupation of the shared normalised geminal.

The spin-resolved two-particle density matrix of a normalised state contains the $M\times M$ block

$$D_{pq}=\langle a^\dagger_{p\uparrow}a^\dagger_{p\downarrow}a_{q\downarrow}a_{q\uparrow}\rangle .$$

The sum of all its entries is $\langle B^\dagger B\rangle$. For the uniform condensate with $1\le k\le M$ it must therefore come out as $k(M-k+1)$, so a wrong overall sign or prefactor in a computed block shows up. Exchanging $p$ and $q$ leaves the sum unchanged and is not detected. With two modes and one pair, every entry is $1/2$ and the sum is $2$, as in the question.

The same number appears as an energy. For $M$ degenerate levels at zero energy with the pairing Hamiltonian $H=-G\,B^\dagger B$, where $G$ is the coupling strength, the condensate of $k$ pairs has energy $-G\,k(M-k+1)$. An exact diagonalisation of this model with $k\le M$ pairs should therefore list that value among its eigenvalues.
